# Cardinal B-splines of order three and higher: their derivative and the particle-mesh force

For every $n\ge 2$ and every real $u$,
$$M_{n+1}'(u)=M_n(u)-M_n(u-1),$$
where $M_2(u)=\max(0,1-|u-1|)$ and
$$M_{n+1}(u)=\frac{u\,M_n(u)+(n+1-u)\,M_n(u-1)}{n}.$$

The smooth particle-mesh Ewald method spreads point charges over a mesh with products of these splines. It obtains the reciprocal-space part of the forces by differentiating the mesh energy, and this uses the derivatives of the splines. Here $n+1$ is the order of the spline being differentiated; textbooks often call that order $n$.

## From ramps to all orders

Write $x_+=\max(x,0)$. The function $x_+^2$ has derivative $2x_+$, because
$$|y_+^2-x_+^2-2x_+(y-x)|\le (y-x)^2.$$
The left side is $(y-x)^2$ if $x,y\ge0$, and $0$ if $x,y\le0$. It is $x^2-2xy$ if $y\le0\le x$, and $y^2$ if $x\le0\le y$; both are at most $(y-x)^2$.

Checking the intervals between the kinks gives $M_2(u)=u_+-2(u-1)_++(u-2)_+$. Put this into the recursion and use $x\,x_+=x_+^2$:
$$M_3(u)=\tfrac12\left[u_+^2-3(u-1)_+^2+3(u-2)_+^2-(u-3)_+^2\right].$$
Its derivative is $u_+-3(u-1)_++3(u-2)_+-(u-3)_+=M_2(u)-M_2(u-1)$.

Now assume the rule for $M_{n+1}$. Differentiating the recursion for $M_{n+2}$ gives
$$\begin{aligned}(n+1)M_{n+2}'(u)={}&M_{n+1}(u)-M_{n+1}(u-1)+u[M_n(u)-M_n(u-1)]\\&+(n+2-u)[M_n(u-1)-M_n(u-2)].\end{aligned}$$
The terms in $M_n$ regroup as
$$[uM_n(u)+(n+1-u)M_n(u-1)]-[(u-1)M_n(u-1)+(n+2-u)M_n(u-2)],$$
which is $n[M_{n+1}(u)-M_{n+1}(u-1)]$ by the recursion. Division by $n+1$ completes the induction.

At $u=5/4$, $M_2(5/4)=3/4$ and $M_2(1/4)=1/4$, so $M_3'(5/4)=1/2$. Directly, $M_3(u)=(-2u^2+6u-3)/2$ on $[1,2]$, with slope $3-2u=1/2$ there.

## The force on a particle

Let $Q(k)$ be the charge at mesh point $k$, $G$ a symmetric kernel, and $E=\frac12\sum_{k,l}G(k,l)Q(k)Q(l)$. A prime now denotes the derivative in one coordinate of particle $i$. Then
$$E'=\tfrac12\sum_{k,l}G(k,l)[Q'(k)Q(l)+Q(k)Q'(l)]=\sum_k Q'(k)\,\phi(k),\qquad \phi(k)=\sum_l G(k,l)Q(l),$$
after exchanging $k$ and $l$ in the second term. Only particle $i$ moves, so $Q'(k)$ is $q_i$ times its differentiated weight. The mesh part of the force is $-E'$.

Without the symmetry of $G$ this can fail. Take two mesh points with $G(k,l)=1$ and all other entries zero. Place one unit charge so that, along the moving axis, its spline arguments are $5/4$ at $k$ and $1/4$ at $l$, and $3/2$ along the other axes. At order 3, with $c=(3/4)^4$ from those axes, $Q'(k)Q(l)=c/64$ and $Q(k)Q'(l)=11c/64$. The true derivative is $6c/64$; the formula gives $c/64$.

## The splines in Lean

```lean
import Mathlib

open Finset

namespace ParticleMeshEwald

noncomputable section
```

Orders are natural numbers. Orders 0 and 1 are placeholders set to zero, so `spline 1` is not the usual box function.

```lean
/-- The cardinal B-spline `M_n` of order `n ≥ 2`: the hat function for `n = 2`, and the
recursion in the order above it. Orders 0 and 1 are not used and are set to zero. -/
def spline : ℕ → ℝ → ℝ
  | 0 => fun _ => 0
  | 1 => fun _ => 0
  | 2 => fun u => max 0 (1 - |u - 1|)
  | n + 3 => fun u =>
      (u * spline (n + 2) u + ((n : ℝ) + 3 - u) * spline (n + 2) (u - 1)) / ((n : ℝ) + 2)
```

The next lemma restates the recursion in the form used above.

```lean
/-- The recursion that raises the order of the spline from `n ≥ 2` to `n + 1`. -/
theorem spline_succ {n : ℕ} (hn : 2 ≤ n) (u : ℝ) :
    spline (n + 1) u = (u * spline n u + ((n : ℝ) + 1 - u) * spline n (u - 1)) / n := by
  obtain ⟨m, rfl⟩ := Nat.exists_eq_add_of_le' hn
  change (u * spline (m + 2) u + ((m : ℝ) + 3 - u) * spline (m + 2) (u - 1)) / ((m : ℝ) + 2) = _
  push_cast
  ring
```

The quadratic remainder bound is `key`, proved by the four sign cases.

```lean
/-- The squared ramp `max(x, 0)²` has derivative `2 max(x, 0)` at every real `x`. -/
theorem hasDerivAt_ramp_sq (x : ℝ) :
    HasDerivAt (fun y : ℝ => max y 0 ^ 2) (2 * max x 0) x := by
  rw [hasDerivAt_iff_isLittleO]
  refine Asymptotics.IsBigO.trans_isLittleO ?_
    (Asymptotics.isLittleO_pow_sub_sub x (m := 2) (by norm_num))
  refine Asymptotics.IsBigO.of_bound 1 (Filter.Eventually.of_forall fun y => ?_)
  change ‖max y 0 ^ 2 - max x 0 ^ 2 - (y - x) • (2 * max x 0)‖ ≤ 1 * ‖‖y - x‖ ^ 2‖
  -- the remainder of the linear approximation is at most quadratic
  have key : |max y 0 ^ 2 - max x 0 ^ 2 - (y - x) * (2 * max x 0)| ≤ (y - x) ^ 2 := by
    rw [abs_le]
    rcases le_total 0 x with hx | hx <;> rcases le_total 0 y with hy | hy <;>
      simp only [max_eq_left, max_eq_right, hx, hy] <;> constructor <;>
      nlinarith [sq_nonneg (y - x), sq_nonneg x, sq_nonneg y]
  have e : ‖‖y - x‖ ^ 2‖ = (y - x) ^ 2 := by
    rw [norm_pow, norm_norm, Real.norm_eq_abs, sq_abs]
  rw [one_mul, e, smul_eq_mul, Real.norm_eq_abs]
  exact key

/-- The hat function is a combination of three shifted ramps. -/
theorem spline_two_eq_ramps (u : ℝ) :
    spline 2 u = max u 0 - 2 * max (u - 1) 0 + max (u - 2) 0 := by
  change max 0 (1 - |u - 1|) = _
  rcases abs_cases (u - 1) with ⟨h1, h1'⟩ | ⟨h1, h1'⟩ <;>
  rcases max_cases 0 (1 - |u - 1|) with ⟨h2, h2'⟩ | ⟨h2, h2'⟩ <;>
  rcases max_cases u 0 with ⟨h3, h3'⟩ | ⟨h3, h3'⟩ <;>
  rcases max_cases (u - 1) 0 with ⟨h4, h4'⟩ | ⟨h4, h4'⟩ <;>
  rcases max_cases (u - 2) 0 with ⟨h5, h5'⟩ | ⟨h5, h5'⟩ <;>
  linarith
```

`HasDerivAt f f' u` says that `f` is differentiable at `u` with derivative `f'`. The base case uses squared ramps; in the successor case, `field_simp` and `ring` perform the regrouping.

```lean
/-- For every order `n + 1 ≥ 3` the spline is differentiable on the whole real line, with
derivative `M_n(u) - M_n(u - 1)`. -/
theorem hasDerivAt_spline {n : ℕ} (hn : 2 ≤ n) (u : ℝ) :
    HasDerivAt (spline (n + 1)) (spline n u - spline n (u - 1)) u := by
  induction n, hn using Nat.le_induction generalizing u with
  | base =>
    -- order 3 is a combination of squared ramps
    have hp : ∀ x : ℝ, x * max x 0 = max x 0 ^ 2 := by
      intro x
      rcases le_total 0 x with hx | hx
      · rw [max_eq_left hx]; ring
      · rw [max_eq_right hx]; ring
    have s1 : ∀ x : ℝ, x - 1 - 1 = x - 2 := fun x => by ring
    have s2 : ∀ x : ℝ, x - 1 - 2 = x - 3 := fun x => by ring
    have e : spline (2 + 1) = fun x => (max x 0 ^ 2 - 3 * max (x - 1) 0 ^ 2
        + 3 * max (x - 2) 0 ^ 2 - max (x - 3) 0 ^ 2) / 2 := by
      funext x
      rw [spline_succ le_rfl, spline_two_eq_ramps x, spline_two_eq_ramps (x - 1), s1, s2]
      push_cast
      linear_combination (hp x - 3 * hp (x - 1) + 3 * hp (x - 2) - hp (x - 3)) / 2
    have d : ∀ c : ℝ, HasDerivAt (fun x : ℝ => max (x - c) 0 ^ 2) (2 * max (u - c) 0) u :=
      fun c => (hasDerivAt_ramp_sq (u - c)).comp_sub_const u c
    rw [e, spline_two_eq_ramps u, spline_two_eq_ramps (u - 1), s1, s2]
    refine (((((hasDerivAt_ramp_sq u).fun_sub ((d 1).const_mul 3)).fun_add
      ((d 2).const_mul 3)).fun_sub (d 3)).div_const 2).congr_deriv ?_
    ring
  | succ n hn ih =>
    -- differentiate the recursion and use it once more, one order lower
    have e : spline (n + 1 + 1) = fun x => (x * spline (n + 1) x
        + (((n + 1 : ℕ) : ℝ) + 1 - x) * spline (n + 1) (x - 1)) / ((n + 1 : ℕ) : ℝ) :=
      funext (spline_succ (by omega))
    have h := (((hasDerivAt_id' u).fun_mul (ih u)).fun_add
      (((hasDerivAt_id' u).const_sub (((n + 1 : ℕ) : ℝ) + 1)).fun_mul
        ((ih (u - 1)).comp_sub_const u 1))).div_const ((n + 1 : ℕ) : ℝ)
    rw [e]
    refine h.congr_deriv ?_
    have hn0 : (n : ℝ) ≠ 0 := by
      have : n ≠ 0 := by omega
      exact_mod_cast this
    have hn1 : (n : ℝ) + 1 ≠ 0 := by positivity
    rw [spline_succ hn u, spline_succ hn (u - 1)]
    push_cast
    field_simp
    ring
```

Continuity of the hat function starts an induction on smoothness: each derivative is a difference of splines one order lower.

```lean
/-- The spline of order `n + 2` is `n` times continuously differentiable. -/
theorem contDiff_spline (n : ℕ) : ContDiff ℝ n (spline (n + 2)) := by
  induction n with
  | zero =>
    rw [Nat.cast_zero, contDiff_zero]
    change Continuous (fun u : ℝ => max 0 (1 - |u - 1|))
    exact continuous_const.max (by fun_prop)
  | succ n ih =>
    have h : ∀ u, HasDerivAt (spline (n + 1 + 2))
        (spline (n + 2) u - spline (n + 2) (u - 1)) u :=
      fun u => hasDerivAt_spline (n := n + 2) (by omega) u
    rw [Nat.cast_succ, contDiff_succ_iff_deriv]
    refine ⟨fun u => (h u).differentiableAt,
      fun hω => absurd hω (WithTop.natCast_ne_top n), ?_⟩
    rw [show deriv (spline (n + 1 + 2)) = fun u => spline (n + 2) u - spline (n + 2) (u - 1)
      from funext fun u => (h u).deriv]
    exact ih.sub (ih.comp (contDiff_id.sub contDiff_const))
```

Order 2 is excluded from the rule by its peak, where $1-M_2(1+x)=|x|$ for $|x|<1$.

```lean
/-- The hat function `M_2` is not differentiable at its peak `u = 1`. -/
theorem not_differentiableAt_spline_two : ¬ DifferentiableAt ℝ (spline 2) 1 := by
  intro h
  have h' : DifferentiableAt ℝ (fun x : ℝ => spline 2 (x + 1)) 0 :=
    DifferentiableAt.comp (0 : ℝ) (g := spline 2) (f := fun x : ℝ => x + 1)
      (by simpa using h) (by fun_prop)
  -- near the peak, one minus the hat function is the absolute value
  refine not_differentiableAt_abs_zero ((h'.const_sub 1).congr_of_eventuallyEq ?_)
  filter_upwards [Ioo_mem_nhds (by norm_num : (-1 : ℝ) < 0) (by norm_num : (0 : ℝ) < 1)] with x hx
  have hx' : |x| < 1 := abs_lt.mpr ⟨hx.1, hx.2⟩
  change |x| = 1 - max 0 (1 - |x + 1 - 1|)
  rw [add_sub_cancel_right, max_eq_right (by linarith)]
  ring
```

## Mesh charge, energy and force in Lean

Positions are in units of the mesh spacing, and mesh points are integer triples. The derivatives below, and so the forces, are taken in these units. In a rectangular cell, dividing by the mesh spacing along the axis gives the derivative with respect to ordinary length.

```lean
/-- The share of a unit charge at `x` (in units of the mesh spacing) given to mesh point `k`. -/
def weight (n : ℕ) (x : Fin 3 → ℝ) (k : Fin 3 → ℤ) : ℝ := ∏ a, spline n (x a - k a)
```

`gradWeight n` belongs to the weight of order `n + 1`.

```lean
/-- The weight of order `n + 1` with its factor along axis `a` replaced, at `u = x a - k a`, by the
difference `M_n(u) - M_n(u - 1)`. -/
def gradWeight (n : ℕ) (x : Fin 3 → ℝ) (k : Fin 3 → ℤ) (a : Fin 3) : ℝ :=
  (spline n (x a - k a) - spline n (x a - k a - 1)) *
    ∏ b ∈ univ.erase a, spline (n + 1) (x b - k b)
```

The particles form a finite type `ι`.

```lean
variable {ι : Type*} [Fintype ι]

/-- The charge collected at mesh point `k` from particles with charges `q` at positions `r`. -/
def meshCharge (n : ℕ) (q : ι → ℝ) (r : ι → Fin 3 → ℝ) (k : Fin 3 → ℤ) : ℝ :=
  ∑ i, q i * weight n (r i) k
```

The finite set `S` and kernel `G` are arbitrary at this stage. Periodic images can be represented by unwrapped mesh points and a periodic kernel, with `S` large enough to hold every mesh point that receives charge.

```lean
/-- The potential at mesh point `k` made by the mesh charges on `S` through the kernel `G`. -/
def meshPotential (n : ℕ) (S : Finset (Fin 3 → ℤ)) (G : (Fin 3 → ℤ) → (Fin 3 → ℤ) → ℝ)
    (q : ι → ℝ) (r : ι → Fin 3 → ℝ) (k : Fin 3 → ℤ) : ℝ :=
  ∑ l ∈ S, G k l * meshCharge n q r l

/-- The mesh energy: half the sum of `G k l Q(k) Q(l)` over ordered pairs of mesh points in `S`,
including `k = l`. -/
def meshEnergy (n : ℕ) (S : Finset (Fin 3 → ℤ)) (G : (Fin 3 → ℤ) → (Fin 3 → ℤ) → ℝ)
    (q : ι → ℝ) (r : ι → Fin 3 → ℝ) : ℝ :=
  1 / 2 * ∑ k ∈ S, ∑ l ∈ S, G k l * (meshCharge n q r k * meshCharge n q r l)
```

`Function.update` moves one coordinate and holds the others fixed. The proof isolates the one factor that varies.

```lean
/-- For spline order `n + 1 ≥ 3`, moving a particle along axis `a` changes its weight at mesh
point `k` at the rate `gradWeight`. -/
theorem hasDerivAt_weight {n : ℕ} (hn : 2 ≤ n) (x : Fin 3 → ℝ) (k : Fin 3 → ℤ) (a : Fin 3) :
    HasDerivAt (fun t => weight (n + 1) (Function.update x a t) k)
      (gradWeight n x k a) (x a) := by
  have e : (fun t => weight (n + 1) (Function.update x a t) k) = fun t =>
      spline (n + 1) (t - k a) * ∏ b ∈ univ.erase a, spline (n + 1) (x b - k b) := by
    funext t
    unfold weight
    rw [← Finset.mul_prod_erase _ _ (mem_univ a), Function.update_self]
    congr 1
    refine prod_congr rfl fun b hb => ?_
    rw [Function.update_of_ne (ne_of_mem_erase hb)]
  rw [e]
  exact ((hasDerivAt_spline hn (x a - k a)).comp_sub_const (x a) (k a : ℝ)).mul_const _
```

In the final theorem, `hQ` differentiates the mesh charge, and `sym` exchanges the mesh indices using `hG`. This symmetry expresses reciprocity: two mesh charges interact equally in either order.

```lean
/-- Particle-mesh force formula: for spline order `n + 1 ≥ 3` and a symmetric kernel, the
derivative of the mesh energy in coordinate `a` of particle `i` is its charge times the sum
over mesh points of `gradWeight` times the mesh potential. The force is minus this derivative. -/
theorem hasDerivAt_meshEnergy [DecidableEq ι] {n : ℕ} (hn : 2 ≤ n) (S : Finset (Fin 3 → ℤ))
    (G : (Fin 3 → ℤ) → (Fin 3 → ℤ) → ℝ) (hG : ∀ k l, G k l = G l k)
    (q : ι → ℝ) (r : ι → Fin 3 → ℝ) (i : ι) (a : Fin 3) :
    HasDerivAt
      (fun t => meshEnergy (n + 1) S G q (Function.update r i (Function.update (r i) a t)))
      (q i * ∑ k ∈ S, gradWeight n (r i) k a * meshPotential (n + 1) S G q r k) (r i a) := by
  -- only the moving particle changes the mesh charge
  have hQ : ∀ k, HasDerivAt
      (fun t => meshCharge (n + 1) q (Function.update r i (Function.update (r i) a t)) k)
      (q i * gradWeight n (r i) k a) (r i a) := by
    intro k
    have e : (fun t => meshCharge (n + 1) q
        (Function.update r i (Function.update (r i) a t)) k) = fun t =>
        q i * weight (n + 1) (Function.update (r i) a t) k
          + ∑ j ∈ univ.erase i, q j * weight (n + 1) (r j) k := by
      funext t
      unfold meshCharge
      rw [← Finset.add_sum_erase _ _ (mem_univ i), Function.update_self]
      congr 1
      refine sum_congr rfl fun j hj => ?_
      rw [Function.update_of_ne (ne_of_mem_erase hj)]
    rw [e]
    exact ((hasDerivAt_weight hn (r i) k a).const_mul (q i)).add_const _
  have h := (HasDerivAt.fun_sum (fun k (_ : k ∈ S) => HasDerivAt.fun_sum
    (fun l (_ : l ∈ S) => ((hQ k).fun_mul (hQ l)).const_mul (G k l)))).const_mul (1 / 2 : ℝ)
  refine h.congr_deriv ?_
  simp only [Function.update_eq_self, mul_add, sum_add_distrib]
  -- the two halves of the product rule agree because the kernel is symmetric
  have sym : ∑ k ∈ S, ∑ l ∈ S,
      G k l * (meshCharge (n + 1) q r k * (q i * gradWeight n (r i) l a)) =
      ∑ k ∈ S, ∑ l ∈ S,
      G k l * (q i * gradWeight n (r i) k a * meshCharge (n + 1) q r l) := by
    rw [sum_comm]
    refine sum_congr rfl fun k _ => sum_congr rfl fun l _ => ?_
    rw [hG l k]
    ring
  have rhs : q i * ∑ k ∈ S, gradWeight n (r i) k a * meshPotential (n + 1) S G q r k =
      ∑ k ∈ S, ∑ l ∈ S,
      G k l * (q i * gradWeight n (r i) k a * meshCharge (n + 1) q r l) := by
    simp only [meshPotential, mul_sum]
    refine sum_congr rfl fun k _ => sum_congr rfl fun l _ => ?_
    ring
  rw [sym, rhs]
  ring

end

end ParticleMeshEwald
```

```lean
#print axioms ParticleMeshEwald.contDiff_spline
-- 'ParticleMeshEwald.contDiff_spline' depends on axioms: [propext, Classical.choice, Quot.sound]
#print axioms ParticleMeshEwald.not_differentiableAt_spline_two
-- 'ParticleMeshEwald.not_differentiableAt_spline_two' depends on axioms: [propext, Classical.choice, Quot.sound]
#print axioms ParticleMeshEwald.hasDerivAt_meshEnergy
-- 'ParticleMeshEwald.hasDerivAt_meshEnergy' depends on axioms: [propext, Classical.choice, Quot.sound]
```

For molecular dynamics, the formula gives the exact gradient of the mesh energy, for spline order at least 3, a fixed symmetric kernel and a finite set of mesh points. Identifying `G` with the reciprocal-space Ewald kernel of a given cell is a separate step.
